# The quadratic form of a real symmetric matrix as a sum of eigenvalues weighted by squared components

For a real symmetric matrix `A` on a finite-dimensional real space, `quadForm_eq_sum` states that `x · A x` is the sum of the eigenvalues of `A`, each multiplied by the squared component of `x` along the matching vector of an orthonormal eigenbasis. If `A` is read as a Hamiltonian matrix and `x` has norm one, this is the mean energy, written as the energy levels weighted by their probabilities. The vector `x` need not be normalised; for a nonzero `x` the mean energy is the quadratic form divided by the squared norm of `x`. The proof writes the form as the inner product of `x` with `A x`, expands it in the eigenbasis, and uses the symmetry of `A` to replace each component of `A x` by the eigenvalue times the component of `x`.

In Lean, a first try:

```lean
import Mathlib

open Matrix
open scoped Matrix.Norms.L2Operator

namespace QuadFormEqSum

noncomputable section

variable {n : Type*} [Fintype n] [DecidableEq n] {A B : Matrix n n ℝ}

/-- The quadratic form `x · A x` of a real matrix. -/
def quadForm (A : Matrix n n ℝ) (x : EuclideanSpace ℝ n) : ℝ :=
  x.ofLp ⬝ᵥ (A *ᵥ x.ofLp)

/-- An orthonormal basis of eigenvectors of a real symmetric matrix, numbered in the order of
decreasing eigenvalue. -/
def mode (hA : A.IsHermitian) :
    OrthonormalBasis (Fin (Fintype.card n)) ℝ (EuclideanSpace ℝ n) :=
  hA.eigenvectorBasis.reindex (Fintype.equivOfCardEq (Fintype.card_fin _)).symm

/-- The `k`-th basis vector is an eigenvector for the `k`-th sorted eigenvalue. -/
theorem mulVec_mode (hA : A.IsHermitian) (k : Fin (Fintype.card n)) :
    A *ᵥ (mode hA k).ofLp = hA.eigenvalues₀ k • (mode hA k).ofLp := by
  have h := hA.mulVec_eigenvectorBasis (Fintype.equivOfCardEq (Fintype.card_fin _) k)
  simpa [mode, Matrix.IsHermitian.eigenvalues] using h

omit [DecidableEq n] in
/-- The inner product of two real vectors is their dot product. -/
theorem inner_eq_dot (y z : EuclideanSpace ℝ n) : inner ℝ y z = y.ofLp ⬝ᵥ z.ofLp := by
  simp [PiLp.inner_apply, dotProduct, mul_comm]

/-- The quadratic form of a real symmetric matrix is the sum of its eigenvalues weighted by the
squared components of the vector along the eigenvectors. -/
theorem quadForm_eq_sum (hA : A.IsHermitian) (x : EuclideanSpace ℝ n) :
    quadForm A x = ∑ k, hA.eigenvalues₀ k * (inner ℝ (mode hA k) x) ^ 2 := by
  have hT : Aᵀ = A := (conjTranspose_eq_transpose_of_trivial A).symm.trans hA.eq
  have hk : ∀ k, inner ℝ (mode hA k) (WithLp.toLp 2 (A *ᵥ x.ofLp)) =
      hA.eigenvalues₀ k * inner ℝ (mode hA k) x := by
    intro k
    rw [inner_eq_dot, inner_eq_dot]
    change (mode hA k).ofLp ⬝ᵥ (A *ᵥ x.ofLp) = _
    rw [Matrix.dotProduct_mulVec, ← Matrix.mulVec_transpose, hT, mulVec_mode,
      smul_dotProduct, smul_eq_mul]
  calc quadForm A x = inner ℝ x (WithLp.toLp 2 (A *ᵥ x.ofLp)) := (inner_eq_dot _ _).symm
    _ = ∑ k, inner ℝ x (mode hA k) * inner ℝ (mode hA k) (WithLp.toLp 2 (A *ᵥ x.ofLp)) :=
        ((mode hA).sum_inner_mul_inner _ _).symm
    _ = _ := Finset.sum_congr rfl fun k _ => by
        rw [hk, real_inner_comm (mode hA k) x]; ring

end

end QuadFormEqSum
```

Compiling this gives:

```
Main.lean:45:65: error: Type mismatch
  Eq.symm (inner_eq_dot ?m.209 ?m.210)
has type
  WithLp.ofLp ?m.209 ⬝ᵥ WithLp.ofLp ?m.210 = inner ℝ ?m.209 ?m.210
but is expected to have type
  quadForm A x = inner ℝ x (WithLp.toLp 2 (A *ᵥ x.ofLp))
```

What went wrong. The error is in the first step of the `calc` block, where the quadratic form is rewritten as an inner product. The lemma `inner_eq_dot` is the right one, but its two vectors are left as `_`, and the message shows both still undetermined, as `?m.209` and `?m.210`.

The left side of the expected equation is `quadForm A x`, which unfolds to the dot product of `x.ofLp` with `A *ᵥ x.ofLp`. To match the lemma against it, Lean would have to find a vector whose `WithLp.ofLp` is `A *ᵥ x.ofLp`, and that product is not itself written as the `ofLp` of anything. The right side does display the vector needed, `WithLp.toLp 2 (A *ᵥ x.ofLp)`, but the match failed without making use of it.

The repair passes `x` and that vector to `inner_eq_dot` explicitly. Nothing is left to infer: Lean has only to check that `ofLp` undoes `toLp` and that `quadForm` unfolds to the dot product, both of which hold by definition. The line break after `:=` is mere layout.

The mended proof, as a diff:

```diff
@@ -43,5 +43,6 @@
     rw [Matrix.dotProduct_mulVec, ← Matrix.mulVec_transpose, hT, mulVec_mode,
       smul_dotProduct, smul_eq_mul]
-  calc quadForm A x = inner ℝ x (WithLp.toLp 2 (A *ᵥ x.ofLp)) := (inner_eq_dot _ _).symm
+  calc quadForm A x = inner ℝ x (WithLp.toLp 2 (A *ᵥ x.ofLp)) :=
+        (inner_eq_dot x (WithLp.toLp 2 (A *ᵥ x.ofLp))).symm
     _ = ∑ k, inner ℝ x (mode hA k) * inner ℝ (mode hA k) (WithLp.toLp 2 (A *ᵥ x.ofLp)) :=
         ((mode hA).sum_inner_mul_inner _ _).symm
```
